# Two electrons on a triangle with hopping entries $-t$ and no double occupancy: singlet ground state for $t>0$, triplet for $t<0$

Two electrons hop between the three sites of a triangle and may never share a site. Reversing the sign of the hopping switches their ground state from singlet to triplet, and in both cases the lowest singlet and triplet energies are $|t|$ apart.

Within this three-site model the sign of the hopping decides the order of the spin states. Its energies are known exactly, so it can serve as a small reference case for approximate electronic-structure methods.

## The model and its trial states

```lean
import Mathlib

open Finset

namespace TriangleSingletTriplet

noncomputable section
```

A spatial function $\psi(i,j)$ gives the complex amplitude for electron 1 on site $i$ and electron 2 on site $j$, with $i,j\in\{0,1,2\}$. The real number $t$ is the hopping amplitude, whose sign depends on the orbitals on neighbouring sites.

```lean
/-- A spatial function of two electrons on the three sites of a triangle. -/
abbrev Pair := Fin 3 → Fin 3 → ℂ

/-- The one-electron hopping matrix: `-t` between different sites, zero on the diagonal. -/
def hop (t : ℝ) (i j : Fin 3) : ℂ := if i = j then 0 else -(t : ℂ)
```

The Hamiltonian $H$ lets either electron hop and removes doubly occupied configurations. This is the limit of infinite on-site repulsion; there is no interaction between different sites.

```lean
/-- The two-electron Hamiltonian: either electron hops, and the result is projected
onto configurations without double occupancy. -/
def ham (t : ℝ) (ψ : Pair) : Pair := fun i j =>
  if i = j then 0 else (∑ k, hop t i k * ψ k j) + ∑ k, hop t j k * ψ i k
```

Write $\mathcal E=\mathrm{Re}\,\langle\psi|H|\psi\rangle$ (`energy`) and $W=\langle\psi|\psi\rangle$ (`weight`). On the allowed functions $H$ is Hermitian, so taking the real part loses nothing.

```lean
/-- The real part of the matrix element `⟨ψ|H|ψ⟩`. -/
def energy (t : ℝ) (ψ : Pair) : ℝ := (∑ i, ∑ j, star (ψ i j) * ham t ψ i j).re

/-- The squared norm `⟨ψ|ψ⟩`. -/
def weight (ψ : Pair) : ℝ := ∑ i, ∑ j, Complex.normSq (ψ i j)
```

The set `energies t s` contains each $E$ with $\mathcal E=EW$ for some nonzero allowed $\psi$ obeying $\psi(j,i)=s\,\psi(i,j)$. Symmetric functions have $s=1$, antisymmetric ones $s=-1$. By the Pauli principle a symmetric spatial function goes with an antisymmetric spin function, a singlet, and an antisymmetric one with a symmetric spin function, a triplet. These are mean energies; reading their minimum as the lowest eigenvalue of the sector is the usual variational principle.

```lean
/-- The mean energies of nonzero spatial functions without double occupancy that are
multiplied by `s` when the electrons are exchanged. -/
def energies (t s : ℝ) : Set ℝ :=
  {E | ∃ ψ : Pair, ψ ≠ 0 ∧ (∀ i, ψ i i = 0) ∧ (∀ i j, ψ j i = (s : ℂ) * ψ i j) ∧
    energy t ψ = E * weight ψ}
```

Hopping joins the six allowed configurations into a ring. Number the amplitudes along it, with $n$ taken modulo 6:
$$a_0,\dots,a_5=\psi(0,1),\ \psi(0,2),\ \psi(1,2),\ \psi(1,0),\ \psi(2,0),\ \psi(2,1).$$
Exchanging the electrons takes $a_n$ to $a_{n+3}$. The ring defect is $D=\sum_n|a_n-s\,a_{n+1}|^2$.

```lean
/-- The six singly occupied configurations form a ring under hopping; this sums the squared
deviations from `ψ = s ψ'` over neighbours on the ring. -/
def ringDefect (s : ℝ) (ψ : Pair) : ℝ :=
  Complex.normSq (ψ 0 1 - s * ψ 0 2) + Complex.normSq (ψ 0 2 - s * ψ 1 2) +
  Complex.normSq (ψ 1 2 - s * ψ 1 0) + Complex.normSq (ψ 1 0 - s * ψ 2 0) +
  Complex.normSq (ψ 2 0 - s * ψ 2 1) + Complex.normSq (ψ 2 1 - s * ψ 0 1)
```

Two trial states are needed, both stored unnormalised. For $s=\pm1$, the normalised amplitudes are $a_n=s^n/\sqrt6$ for `ringState`, and $(a_0,a_1,a_2)=(1,-s,0)/2$ with $a_{n+3}=s\,a_n$ for `bondState`. The "empty" bond of `bondState` joins sites 1 and 2: the two electrons are never both there, although one of them always is.

```lean
/-- A pair function with amplitudes `1` and `s` alternating around the ring. -/
def ringState (s : ℝ) : Pair := ![![0, 1, s], ![s, 0, 1], ![1, s, 0]]

/-- A pair function with one bond of the triangle left empty. -/
def bondState (s : ℝ) : Pair := ![![0, 1, -s], ![s, 0, 0], ![-1, 0, 0]]
```

## Problems

### (a) The norm of a nonzero function

Show that $\psi\neq0$ implies $W>0$.

**Solution.** Some amplitude $\psi(i,j)$ is nonzero. Its squared modulus is positive and all other terms of $W$ are nonnegative. The code extracts $i$ and $j$ with `Function.ne_iff` and applies `sum_pos'` to each of the two sums.

```lean
variable {s t : ℝ} {ψ : Pair}

/-- A nonzero pair function has positive squared norm. -/
theorem weight_pos (hψ : ψ ≠ 0) : 0 < weight ψ := by
  obtain ⟨i, hi⟩ := Function.ne_iff.mp hψ
  obtain ⟨j, hj⟩ := Function.ne_iff.mp hi
  exact sum_pos' (fun _ _ => sum_nonneg fun _ _ => Complex.normSq_nonneg _)
    ⟨i, mem_univ i, sum_pos' (fun _ _ => Complex.normSq_nonneg _)
      ⟨j, mem_univ j, Complex.normSq_pos.mpr hj⟩⟩
```

### (b) Completing squares around the ring

For $s=\pm1$ and $\psi(i,i)=0$, show that
$$\mathcal E=-2st\,W+st\,D.$$

**Solution.** Each configuration is reached from its two neighbours, so
$$\mathcal E=-t\,\mathrm{Re}\sum_n a_n^*(a_{n-1}+a_{n+1})=-2tR,\qquad R=\sum_n\mathrm{Re}(a_n^*a_{n+1}).$$
Expanding the squares gives $D=2W-2sR$. Since $s^2=1$, $R=s(W-D/2)$, and inserting this gives the claim. In Lean, `rcases` separates the two signs, `simp` writes out the sums and `ring` compares the polynomials.

```lean
/-- Without double occupancy, and for `s = ±1`, the energy is `-2st` times the squared norm
plus `st` times the sum of squares around the ring. -/
theorem energy_ring (hs : s = 1 ∨ s = -1) (hd : ∀ i, ψ i i = 0) :
    energy t ψ = -2 * s * t * weight ψ + s * t * ringDefect s ψ := by
  rcases hs with rfl | rfl <;>
    simp [energy, ham, hop, weight, ringDefect, Fin.sum_univ_three, hd,
      Complex.normSq_apply] <;> ring
```

### (c) A single square within one exchange sector

Suppose also that $\psi(j,i)=s\,\psi(i,j)$. Show that
$$\mathcal E=st\,W-2st\,|\psi(0,1)+s\,\psi(0,2)+\psi(1,2)|^2.$$

**Solution.** Now $a_{n+3}=s\,a_n$, hence $W=2(|a_0|^2+|a_1|^2+|a_2|^2)$ and
$$R=2\,\mathrm{Re}(a_0^*a_1+a_1^*a_2+s\,a_0^*a_2).$$
With $Q=a_0+s\,a_1+a_2$, expansion gives $|Q|^2=W/2+sR$. Therefore $R=s(|Q|^2-W/2)$, and $\mathcal E=-2tR$ is the stated expression. The code proceeds as in (b), with the exchange hypothesis `hx` also given to `simp` to eliminate three amplitudes.

```lean
/-- For a pair function without double occupancy and with exchange sign `s = ±1`, the energy differs
from `st` times the squared norm by a multiple of a single square. -/
theorem energy_sector (hs : s = 1 ∨ s = -1) (hd : ∀ i, ψ i i = 0)
    (hx : ∀ i j, ψ j i = (s : ℂ) * ψ i j) :
    energy t ψ = s * t * weight ψ
      - 2 * s * t * Complex.normSq (ψ 0 1 + s * ψ 0 2 + ψ 1 2) := by
  rcases hs with rfl | rfl <;>
    simp [energy, ham, hop, weight, Fin.sum_univ_three, hd, hx 0 1, hx 0 2, hx 1 2,
      Complex.normSq_apply] <;> ring
```

### (d) A bound over all allowed functions

Let $s=\pm1$ be the sign of $t$, so that $st>0$. For every $\psi$ without double occupancy, show that
$$\mathcal E\ge-2st\,W,$$
and that equality forces $\psi(j,i)=s\,\psi(i,j)$.

**Solution.** The bound follows from (b) and $D\ge0$. Equality requires $D=0$, so every square vanishes and $a_n=s\,a_{n+1}$. Three steps give $a_n=s^3a_{n+3}=s\,a_{n+3}$, which is the exchange relation. In the code, `e1` to `e6` are the six vanishing differences, `key` takes the three steps, and `fin_cases` goes through the nine site pairs.

```lean
/-- Let `s = ±1` be the sign of `t`. Every pair function without double occupancy has energy
at least `-2st` per squared norm, and equality forces the exchange sign `s`. -/
theorem ground_bound (hs : s = 1 ∨ s = -1) (hst : 0 < s * t) (hd : ∀ i, ψ i i = 0) :
    -2 * s * t * weight ψ ≤ energy t ψ ∧
    (energy t ψ = -2 * s * t * weight ψ → ∀ i j, ψ j i = (s : ℂ) * ψ i j) := by
  have n1 := Complex.normSq_nonneg (ψ 0 1 - s * ψ 0 2)
  have n2 := Complex.normSq_nonneg (ψ 0 2 - s * ψ 1 2)
  have n3 := Complex.normSq_nonneg (ψ 1 2 - s * ψ 1 0)
  have n4 := Complex.normSq_nonneg (ψ 1 0 - s * ψ 2 0)
  have n5 := Complex.normSq_nonneg (ψ 2 0 - s * ψ 2 1)
  have n6 := Complex.normSq_nonneg (ψ 2 1 - s * ψ 0 1)
  have hE := energy_ring (t := t) hs hd
  constructor
  · have h0 : 0 ≤ ringDefect s ψ := by unfold ringDefect; linarith
    have := mul_nonneg hst.le h0
    linarith
  · intro heq
    have hm : s * t * ringDefect s ψ = 0 := by linarith
    have hz := (mul_eq_zero.mp hm).resolve_left hst.ne'
    unfold ringDefect at hz
    -- every square on the ring vanishes
    have e1 := Complex.normSq_eq_zero.mp (le_antisymm (by linarith) n1)
    have e2 := Complex.normSq_eq_zero.mp (le_antisymm (by linarith) n2)
    have e3 := Complex.normSq_eq_zero.mp (le_antisymm (by linarith) n3)
    have e4 := Complex.normSq_eq_zero.mp (le_antisymm (by linarith) n4)
    have e5 := Complex.normSq_eq_zero.mp (le_antisymm (by linarith) n5)
    have e6 := Complex.normSq_eq_zero.mp (le_antisymm (by linarith) n6)
    have s2 : (s : ℂ) * s = 1 := by rcases hs with rfl | rfl <;> simp
    -- exchanging the electrons is three steps along the ring
    have key : ∀ a b c d : ℂ, a - s * b = 0 → b - s * c = 0 → c - s * d = 0 →
        d = s * a := by
      intro a b c d h1 h2 h3
      linear_combination -(s : ℂ) * h1 - (s : ℂ) ^ 2 * h2 - (s : ℂ) ^ 3 * h3
        - ((s : ℂ) ^ 2 + 1) * d * s2
    have d : ∀ i, ψ i i = (s : ℂ) * ψ i i := fun i => by rw [hd i, mul_zero]
    intro i j
    fin_cases i <;> fin_cases j
    exacts [d 0, key _ _ _ _ e1 e2 e3, key _ _ _ _ e2 e3 e4,
      key _ _ _ _ e4 e5 e6, d 1, key _ _ _ _ e3 e4 e5,
      key _ _ _ _ e5 e6 e1, key _ _ _ _ e6 e1 e2, d 2]
```

### (e) The sector favoured by hopping

For $s=\pm1$ and $st>0$, show that
$$\min E=-2st.$$

**Solution.** By (d), $EW\ge-2st\,W$, and (a) allows division by $W$. The ring state has exchange sign $s$ and $D=0$, so it attains the bound. `IsLeast` requires exactly these two facts: the value belongs to the set, and nothing in the set lies below it.

```lean
/-- If the exchange sign `s = ±1` agrees with the sign of `t`, the lowest energy in that
sector is `-2st`. -/
theorem lowest_favoured (hs : s = 1 ∨ s = -1) (hst : 0 < s * t) :
    IsLeast (energies t s) (-2 * s * t) := by
  constructor
  · have hd : ∀ i, ringState s i i = 0 := by
      intro i; fin_cases i <;> simp [ringState]
    have hz : ringDefect s (ringState s) = 0 := by
      rcases hs with rfl | rfl <;> simp [ringDefect, ringState]
    refine ⟨ringState s, fun h => ?_, hd, ?_, ?_⟩
    · have := congrFun (congrFun h 0) 1
      simp [ringState] at this
    · intro i j
      rcases hs with rfl | rfl <;> fin_cases i <;> fin_cases j <;> simp [ringState]
    · rw [energy_ring hs hd, hz]; ring
  · rintro E ⟨ψ, h0, hd, -, hE⟩
    have h := (ground_bound hs hst hd).1
    rw [hE] at h
    exact le_of_mul_le_mul_right h (weight_pos h0)
```

### (f) The frustrated sector

For $s=\pm1$ and $st<0$, show that
$$\min E=st.$$

**Solution.** In (c) the coefficient $-2st$ of the square is positive, so $EW\ge st\,W$, and (a) again gives the bound on $E$. The bond state has $Q\propto1+s(-s)+0=0$ and attains it.

```lean
/-- If the exchange sign `s = ±1` is opposite to the sign of `t`, the lowest energy in that
sector is `st`. -/
theorem lowest_frustrated (hs : s = 1 ∨ s = -1) (hst : s * t < 0) :
    IsLeast (energies t s) (s * t) := by
  constructor
  · have hd : ∀ i, bondState s i i = 0 := by
      intro i; fin_cases i <;> simp [bondState]
    have hx : ∀ i j, bondState s j i = (s : ℂ) * bondState s i j := by
      intro i j
      rcases hs with rfl | rfl <;> fin_cases i <;> fin_cases j <;> simp [bondState]
    have hz : bondState s 0 1 + s * bondState s 0 2 + bondState s 1 2 = 0 := by
      rcases hs with rfl | rfl <;> simp [bondState]
    refine ⟨bondState s, fun h => ?_, hd, hx, ?_⟩
    · have := congrFun (congrFun h 0) 1
      simp [bondState] at this
    · rw [energy_sector hs hd hx, hz, Complex.normSq_zero]; ring
  · rintro E ⟨ψ, h0, hd, hx, hE⟩
    have h := energy_sector (t := t) hs hd hx
    have hn := mul_nonneg (neg_nonneg.mpr hst.le)
      (Complex.normSq_nonneg (ψ 0 1 + s * ψ 0 2 + ψ 1 2))
    have hle : s * t * weight ψ ≤ E * weight ψ := by rw [← hE]; linarith
    exact le_of_mul_le_mul_right hle (weight_pos h0)
```

### (g) The four minima

Show that the lowest energies are

| | symmetric, $s=1$ | antisymmetric, $s=-1$ |
|---|---|---|
| $t>0$ | $-2t$ | $-t$ |
| $t<0$ | $t$ | $2t$ |

and that the lower one is symmetric for $t>0$ and antisymmetric for $t<0$.

**Solution.** Part (e) applies where $s$ has the sign of $t$, part (f) in the other two cases. The order follows from $-2t<-t$ for $t>0$ and $2t<t$ for $t<0$. The four bullets of the proof are the four table entries.

```lean
/-- For `t > 0` the lowest symmetric energy `-2t` lies below the lowest antisymmetric energy
`-t`; for `t < 0` the lowest antisymmetric energy `2t` lies below the lowest symmetric one, `t`. -/
theorem singlet_triplet_switch (t : ℝ) :
    (0 < t → IsLeast (energies t 1) (-2 * t) ∧ IsLeast (energies t (-1)) (-t) ∧
      -2 * t < -t) ∧
    (t < 0 → IsLeast (energies t 1) t ∧ IsLeast (energies t (-1)) (2 * t) ∧
      2 * t < t) := by
  refine ⟨fun ht => ⟨?_, ?_, by linarith⟩, fun ht => ⟨?_, ?_, by linarith⟩⟩
  · convert lowest_favoured (s := 1) (t := t) (Or.inl rfl) (by linarith) using 1; ring
  · convert lowest_frustrated (s := -1) (t := t) (Or.inr rfl) (by linarith) using 1; ring
  · convert lowest_frustrated (s := 1) (t := t) (Or.inl rfl) (by linarith) using 1; ring
  · convert lowest_favoured (s := -1) (t := t) (Or.inr rfl) (by linarith) using 1; ring
```

### (h) The spin of the ground state

Let $\Psi_{\sigma\tau}(i,j)$ be the spin components of a state without double occupancy that obeys the Pauli principle, $\Psi_{\tau\sigma}(j,i)=-\Psi_{\sigma\tau}(i,j)$. Let $s=\pm1$ be the sign of $t$, and let the total energy be $-2st$ times the total squared norm. Show that
$$\Psi_{\tau\sigma}(i,j)=-s\,\Psi_{\sigma\tau}(i,j).$$

**Solution.** The Hamiltonian does not act on spin, so the energy is the sum over the four components. Each obeys the bound in (d), and the total equals the sum of the bounds, so each component attains its own. Part (d) then gives $\Psi_{\sigma\tau}(j,i)=s\,\Psi_{\sigma\tau}(i,j)$, and
$$\Psi_{\tau\sigma}(i,j)=-\Psi_{\sigma\tau}(j,i)=-s\,\Psi_{\sigma\tau}(i,j).$$
For nonzero $\Psi$, the spin part is antisymmetric for $t>0$, a singlet, and symmetric for $t<0$, a triplet. In Lean, `linarith` derives the four separate equalities `h`, and the final `rw` combines `pauli` with (d).

```lean
/-- Let `s = ±1` be the sign of `t`, and let `Ψ σ τ` be the spin components of a state that obeys
the Pauli principle and has no double occupancy. If its energy is `-2st` per squared norm,
exchanging the spins alone multiplies it by `-s`. A nonzero `Ψ` is then a singlet for `t > 0` and a
triplet for `t < 0`. -/
theorem ground_state_spin (hs : s = 1 ∨ s = -1) (hst : 0 < s * t)
    (Ψ : Fin 2 → Fin 2 → Pair) (hd : ∀ σ τ i, Ψ σ τ i i = 0)
    (pauli : ∀ σ τ i j, Ψ τ σ j i = -Ψ σ τ i j)
    (hE : ∑ σ, ∑ τ, energy t (Ψ σ τ) = -2 * s * t * ∑ σ, ∑ τ, weight (Ψ σ τ)) :
    ∀ σ τ i j, Ψ τ σ i j = -(s : ℂ) * Ψ σ τ i j := by
  have b := fun σ τ => (ground_bound hs hst (hd σ τ)).1
  have b00 := b 0 0
  have b01 := b 0 1
  have b10 := b 1 0
  have b11 := b 1 1
  simp only [Fin.sum_univ_two] at hE
  -- each spin component must reach the lower bound by itself
  have h : ∀ σ τ, energy t (Ψ σ τ) = -2 * s * t * weight (Ψ σ τ) := by
    simp only [Fin.forall_fin_two]
    refine ⟨⟨?_, ?_⟩, ?_, ?_⟩ <;> linarith
  intro σ τ i j
  rw [pauli σ τ j i, (ground_bound hs hst (hd σ τ)).2 (h σ τ) i j]
  ring

end

end TriangleSingletTriplet
```

```lean
#print axioms TriangleSingletTriplet.singlet_triplet_switch
#print axioms TriangleSingletTriplet.ground_state_spin
```

```
'TriangleSingletTriplet.singlet_triplet_switch' depends on axioms: [propext, Classical.choice, Quot.sound]
'TriangleSingletTriplet.ground_state_spin' depends on axioms: [propext, Classical.choice, Quot.sound]
```
